# Freezing k orbital rotations hides at most k negative Hessian eigenvalues

Let $H$ be the real symmetric Hessian of an SCF energy in $n$ orbital-rotation parameters at a stationary point, and call each negative eigenvalue, counted with multiplicity, an instability. Freezing $k$ independent rotations leaves the steps $x = Vy$, where the $m = n-k$ columns of $V$ are orthonormal, and replaces $H$ by the constrained Hessian $V^T H V$.

```lean
import Mathlib

open Matrix Module

namespace FrozenRotationStability

variable {n m : Type*} [Fintype n] [DecidableEq n] [Fintype m] [DecidableEq m]

/-- The number of instabilities of a real symmetric Hessian: its negative eigenvalues,
counted with multiplicity. -/
noncomputable def numUnstable {A : Matrix n n ℝ} (hA : A.IsHermitian) : ℕ :=
  (Finset.univ.filter fun i => hA.eigenvalues i < 0).card

omit [DecidableEq n] [Fintype m] [DecidableEq m] in
/-- The constrained Hessian `Vᵀ H V` of a symmetric `H` is symmetric. -/
theorem constrained_isHermitian {H : Matrix n n ℝ} (hH : H.IsHermitian) (V : Matrix n m ℝ) :
    (Vᵀ * H * V).IsHermitian := by
  have h := isHermitian_conjTranspose_mul_mul V hH
  rwa [conjTranspose_eq_transpose_of_trivial] at h

omit [DecidableEq n] [DecidableEq m] in
/-- The curvature of the constrained Hessian along `y` is the curvature of the full Hessian
along the rotation `V y`. -/
theorem constrained_curvature (H : Matrix n n ℝ) (V : Matrix n m ℝ) (y : m → ℝ) :
    y ⬝ᵥ (Vᵀ * H * V) *ᵥ y = (V *ᵥ y) ⬝ᵥ H *ᵥ (V *ᵥ y) := by
  rw [← Matrix.mulVec_mulVec, ← Matrix.mulVec_mulVec, Matrix.dotProduct_mulVec y,
    Matrix.vecMul_transpose]

omit [DecidableEq n] in
/-- Orthonormal columns are linearly independent: distinct amplitudes `y` give distinct steps `V y`.
-/
theorem injective_of_orthonormal {V : Matrix n m ℝ} (hV : Vᵀ * V = 1) :
    Function.Injective V.mulVec := by
  intro x y h
  have h' : Vᵀ *ᵥ (V *ᵥ x) = Vᵀ *ᵥ (V *ᵥ y) := congrArg (fun z => Vᵀ *ᵥ z) h
  rwa [Matrix.mulVec_mulVec, Matrix.mulVec_mulVec, hV, Matrix.one_mulVec,
    Matrix.one_mulVec] at h'

/-- Any selection `p` of normal modes gives independent directions along which the curvature is
the sum of the eigenvalues times the squared amplitudes. -/
theorem exists_modes {A : Matrix n n ℝ} (hA : A.IsHermitian) (p : n → Prop) [DecidablePred p] :
    ∃ E : Matrix n {j // p j} ℝ, Function.Injective E.mulVec ∧
      ∀ c, (E *ᵥ c) ⬝ᵥ A *ᵥ (E *ᵥ c) = ∑ j, hA.eigenvalues j.1 * c j ^ 2 := by
  let E : Matrix n {j // p j} ℝ := Matrix.of fun i j => (hA.eigenvectorBasis j.1).ofLp i
  -- the selected eigenvectors are orthonormal
  have hE : Eᵀ * E = 1 := by
    ext j k
    have h := orthonormal_iff_ite.mp hA.eigenvectorBasis.orthonormal j.1 k.1
    rw [PiLp.inner_apply] at h
    have hs : (Eᵀ * E) j k = if j.1 = k.1 then 1 else 0 := by
      refine Eq.trans ?_ h
      rw [Matrix.mul_apply]
      refine Finset.sum_congr rfl fun i _ => ?_
      simp [E, mul_comm]
    rw [hs]
    by_cases hjk : j = k
    · subst hjk
      simp
    · have hne : j.1 ≠ k.1 := fun e => hjk (Subtype.ext e)
      rw [if_neg hne, Matrix.one_apply_ne hjk]
  -- the eigenvalue equation, column by column
  have hAE : A * E = E * (diagonal (fun j : {j // p j} => hA.eigenvalues j.1) :
      Matrix {j // p j} {j // p j} ℝ) := by
    ext i j
    have h := congrFun (hA.mulVec_eigenvectorBasis j.1) i
    rw [Matrix.mul_diagonal, mul_comm (E i j)]
    exact h
  refine ⟨E, injective_of_orthonormal hE, fun c => ?_⟩
  rw [← constrained_curvature, Matrix.mul_assoc, hAE, ← Matrix.mul_assoc, hE, Matrix.one_mul]
  simp only [dotProduct, Matrix.mulVec_diagonal]
  exact Finset.sum_congr rfl fun j _ => by ring

/-- There is a subspace of negative curvature whose dimension is the number of instabilities. -/
theorem exists_unstable_subspace {A : Matrix n n ℝ} (hA : A.IsHermitian) :
    ∃ W : Submodule ℝ (n → ℝ), finrank ℝ W = numUnstable hA ∧
      ∀ x ∈ W, x ≠ 0 → x ⬝ᵥ A *ᵥ x < 0 := by
  obtain ⟨E, hE, hq⟩ := exists_modes hA (fun i => hA.eigenvalues i < 0)
  have hE' : Function.Injective E.mulVecLin := hE
  refine ⟨LinearMap.range E.mulVecLin, ?_, ?_⟩
  · rw [LinearMap.finrank_range_of_inj hE', Module.finrank_fintype_fun_eq_card,
      Fintype.card_subtype]
    rfl
  · rintro x ⟨c, rfl⟩ hx
    have hc : c ≠ 0 := by
      rintro rfl
      exact hx (map_zero _)
    obtain ⟨j, hj⟩ := Function.ne_iff.mp hc
    rw [Matrix.mulVecLin_apply, hq]
    refine (Finset.sum_lt_sum (g := fun _ => (0 : ℝ)) (fun i _ => ?_)
      ⟨j, Finset.mem_univ j, ?_⟩).trans_eq Finset.sum_const_zero
    · have hi : hA.eigenvalues i.1 < 0 := i.2
      exact mul_nonpos_of_nonpos_of_nonneg hi.le (sq_nonneg _)
    · have hi : hA.eigenvalues j.1 < 0 := j.2
      exact mul_neg_of_neg_of_pos hi ((sq_nonneg _).lt_of_ne' (pow_ne_zero 2 hj))

/-- A subspace of negative curvature has at most as many dimensions as there are
instabilities. -/
theorem finrank_le_numUnstable {A : Matrix n n ℝ} (hA : A.IsHermitian)
    (W : Submodule ℝ (n → ℝ)) (hW : ∀ x ∈ W, x ≠ 0 → x ⬝ᵥ A *ᵥ x < 0) :
    finrank ℝ W ≤ numUnstable hA := by
  obtain ⟨E, hE, hq⟩ := exists_modes hA (fun i => ¬ hA.eigenvalues i < 0)
  have hE' : Function.Injective E.mulVecLin := hE
  have hn : numUnstable hA = Fintype.card {i // hA.eigenvalues i < 0} :=
    (Fintype.card_subtype _).symm
  have hle : numUnstable hA ≤ Fintype.card n := Finset.card_le_univ _
  have hP : finrank ℝ (LinearMap.range E.mulVecLin) = Fintype.card n - numUnstable hA := by
    rw [LinearMap.finrank_range_of_inj hE', Module.finrank_fintype_fun_eq_card, hn]
    exact Fintype.card_subtype_compl _
  -- negative and non-negative curvature exclude each other
  have hinf : W ⊓ LinearMap.range E.mulVecLin = ⊥ := by
    refine (Submodule.eq_bot_iff _).mpr ?_
    rintro x ⟨hxW, c, rfl⟩
    by_contra hx
    have h1 := hW _ hxW hx
    rw [Matrix.mulVecLin_apply, hq] at h1
    exact not_lt_of_ge (Finset.sum_nonneg fun i _ =>
      mul_nonneg (not_lt.mp i.2) (sq_nonneg _)) h1
  have h := Submodule.finrank_sup_add_finrank_inf_eq W (LinearMap.range E.mulVecLin)
  have h2 := Submodule.finrank_le (W ⊔ LinearMap.range E.mulVecLin)
  rw [hinf, finrank_bot] at h
  rw [Module.finrank_fintype_fun_eq_card] at h2
  omega

/-- Freezing `k` rotations hides at most `k` instabilities and creates none, when the remaining
rotations are the orthonormal columns of `V`. -/
theorem frozen_rotations_hide_at_most {H : Matrix n n ℝ} (hH : H.IsHermitian)
    {V : Matrix n m ℝ} (hV : Vᵀ * V = 1) {k : ℕ}
    (hk : Fintype.card n = Fintype.card m + k) :
    numUnstable (constrained_isHermitian hH V) ≤ numUnstable hH ∧
      numUnstable hH ≤ numUnstable (constrained_isHermitian hH V) + k := by
  have hinj : Function.Injective V.mulVec := injective_of_orthonormal hV
  have hV' : Function.Injective V.mulVecLin := hinj
  constructor
  · -- push the unstable subspace forward through `V`
    obtain ⟨W, hd, hneg⟩ := exists_unstable_subspace (constrained_isHermitian hH V)
    rw [← hd, (Submodule.equivMapOfInjective V.mulVecLin hV' W).finrank_eq]
    apply finrank_le_numUnstable
    rintro _ ⟨y, hy, rfl⟩ hx
    rw [Matrix.mulVecLin_apply, ← constrained_curvature]
    refine hneg y hy ?_
    rintro rfl
    exact hx (map_zero _)
  · -- intersect the unstable subspace with the allowed rotations
    obtain ⟨W, hd, hneg⟩ := exists_unstable_subspace hH
    have h1 : finrank ℝ (W.comap V.mulVecLin) ≤ numUnstable (constrained_isHermitian hH V) := by
      refine finrank_le_numUnstable _ _ fun y hy hy0 => ?_
      rw [constrained_curvature]
      exact hneg (V *ᵥ y) hy fun h => hy0 (hinj (h.trans (Matrix.mulVec_zero V).symm))
    rw [(Submodule.equivMapOfInjective V.mulVecLin hV' _).finrank_eq,
      Submodule.map_comap_eq] at h1
    have h3 := Submodule.finrank_sup_add_finrank_inf_eq (LinearMap.range V.mulVecLin) W
    have h4 := Submodule.finrank_le (LinearMap.range V.mulVecLin ⊔ W)
    rw [LinearMap.finrank_range_of_inj hV', Module.finrank_fintype_fun_eq_card] at h3
    rw [Module.finrank_fintype_fun_eq_card] at h4
    omega

/-- Deleting `k` rows and the same `k` columns of the Hessian, with `f` listing the distinct
coordinates kept, creates no instability and hides at most `k`. -/
theorem deleted_coordinates_hide_at_most {H : Matrix n n ℝ} (hH : H.IsHermitian)
    {f : m → n} (hf : Function.Injective f) {k : ℕ}
    (hk : Fintype.card n = Fintype.card m + k) :
    numUnstable (hH.submatrix f) ≤ numUnstable hH ∧
      numUnstable hH ≤ numUnstable (hH.submatrix f) + k := by
  -- the kept coordinate vectors are the columns of `V`
  let V : Matrix n m ℝ := (1 : Matrix n n ℝ).submatrix id f
  have e : ∀ B : Matrix n n ℝ, Vᵀ * B * V = B.submatrix f f := by
    intro B
    ext i j
    simp [V, Matrix.mul_apply, Matrix.one_apply]
  have hV : Vᵀ * V = 1 := by
    have h1 := e 1
    rwa [Matrix.mul_one, Matrix.submatrix_one f hf] at h1
  have h := frozen_rotations_hide_at_most hH hV hk
  simp only [e] at h
  exact h

/-- If the Hessian is negative definite and the remaining rotations are the orthonormal columns of
`V`, freezing `k` rotations hides exactly `k` instabilities. -/
theorem hides_exactly_of_negative_definite {H : Matrix n n ℝ} (hH : H.IsHermitian)
    (hneg : ∀ x, x ≠ 0 → x ⬝ᵥ H *ᵥ x < 0) {V : Matrix n m ℝ} (hV : Vᵀ * V = 1) {k : ℕ}
    (hk : Fintype.card n = Fintype.card m + k) :
    numUnstable hH = numUnstable (constrained_isHermitian hH V) + k := by
  have h1 := finrank_le_numUnstable hH ⊤ fun x _ hx => hneg x hx
  have h2 : numUnstable (constrained_isHermitian hH V) ≤ Fintype.card m :=
    Finset.card_le_univ _
  have h3 := (frozen_rotations_hide_at_most hH hV hk).2
  rw [finrank_top, Module.finrank_fintype_fun_eq_card] at h1
  omega

end FrozenRotationStability
```

```lean
#print axioms FrozenRotationStability.deleted_coordinates_hide_at_most
-- 'FrozenRotationStability.deleted_coordinates_hide_at_most' depends on axioms: [propext, Classical.choice, Quot.sound]
#print axioms FrozenRotationStability.hides_exactly_of_negative_definite
-- 'FrozenRotationStability.hides_exactly_of_negative_definite' depends on axioms: [propext, Classical.choice, Quot.sound]
```

## Instabilities before and after freezing

A stability analysis is often run in a restricted set of rotations, for example those that keep the spin symmetry of a closed-shell solution. The question is how far the number of instabilities found there can differ from the number in the full set. Write $\nu(A)$ for the number of negative eigenvalues of a real symmetric matrix $A$. The main theorem, `frozen_rotations_hide_at_most`, states

$$\nu(V^T H V) \le \nu(H) \le \nu(V^T H V) + k .$$

Freezing creates no instability, and it lowers the count by at most $k$. If the restricted analysis finds no negative eigenvalue, the full Hessian can still have up to $k$ of them. The statement compares numbers, not modes: an eigenvector of $V^T H V$, mapped back by $V$, need not be an eigenvector of $H$.

In Lean, `n` and `m` are finite index types, whereas here $n$ and $m$ are their sizes, `Fintype.card n` and `Fintype.card m`. The rest translates as follows:

- `hH : H.IsHermitian` says that $H$ is symmetric, since the entries are real.
- `numUnstable hH` is $\nu(H)$. It counts the indices at which Mathlib's list of eigenvalues is strictly negative, so zero modes, such as those of redundant rotations, don't count.
- `hV : Vᵀ * V = 1` says that the columns of $V$ are orthonormal.
- `hk` says that $n = m + k$.
- `x ⬝ᵥ H *ᵥ x` is the curvature $x^T H x$, without the factor $\tfrac12$ of the Taylor expansion.

Two further theorems treat special cases. In `deleted_coordinates_hide_at_most`, an injective map `f` lists the coordinates that are kept, and the same bounds hold when the other $k$ rows and columns of $H$ are deleted. In `hides_exactly_of_negative_definite`, $H$ is negative definite and exactly $k$ instabilities are hidden, so the bound $k$ is attained.

## From a symmetric matrix to an SCF solution

The two inequalities hold for any finite real symmetric matrix $H$; the theorem on the exact count also assumes that $H$ is negative definite, which is sufficient but not necessary. That $H$ is the second derivative of a Hartree–Fock or Kohn–Sham energy at a converged solution has to come from the electronic-structure calculation. Within this finite, second-order description, the result bounds the number of instabilities that a symmetry-restricted stability analysis can miss, not how negative their eigenvalues are.

## Subspaces of negative curvature

Let $u_i$ be orthonormal eigenvectors of $A$ with eigenvalues $\lambda_i$. For a combination $x = \sum_{i\in S} c_i u_i$ over any selection $S$ of them,

$$x^T A x = \sum_{i,j\in S} c_i c_j \lambda_j\, u_i^T u_j = \sum_{i\in S} \lambda_i c_i^2 .$$

This is `exists_modes`. Its proof puts the selected eigenvectors into the columns of a matrix `E`, then shows $E^T E = 1$ and $AE = E\,\mathrm{diag}(\lambda)$. Two facts follow.

**A negative subspace of dimension $\nu(A)$ exists.** Select the modes with $\lambda_i < 0$. Every nonzero $x$ in their span has some $c_i \ne 0$, so $x^T A x < 0$. This is `exists_unstable_subspace`, where `Finset.sum_lt_sum` uses one such nonzero amplitude to make the inequality strict.

**No negative subspace is larger.** Let $W$ be a subspace with $x^T A x < 0$ for all its nonzero vectors, and let $P$ be the span of the modes with $\lambda_i \ge 0$, of dimension $n - \nu(A)$. On $P$ the curvature is non-negative, so $W \cap P = \{0\}$. Hence

$$\dim W + n - \nu(A) = \dim(W + P) \le n ,$$

which gives $\dim W \le \nu(A)$. This is `finrank_le_numUnstable`; `hinf` is the trivial intersection, and `omega` does the final arithmetic.

## Carrying the subspaces through V

Two properties of $V$ are needed. The curvature is preserved (`constrained_curvature`):

$$y^T (V^T H V)\, y = (Vy)^T H (Vy) .$$

And $V$ is injective (`injective_of_orthonormal`), because $Vx = Vy$ gives $x = V^T V x = V^T V y = y$.

For the first inequality, take a negative subspace $W$ of $V^T H V$ with dimension $\nu(V^T H V)$. Its image under $V$ has the same dimension and negative curvature for $H$, so $\nu(V^T H V) \le \nu(H)$. In Lean, `Submodule.equivMapOfInjective` supplies the equality of dimensions.

For the second, take a negative subspace $W$ of $H$ with dimension $\nu(H)$, and let $R$ be the range of $V$, with dimension $m$. Then

$$\dim(W \cap R) = \nu(H) + m - \dim(W + R) \ge \nu(H) + m - n = \nu(H) - k .$$

The amplitudes $y$ with $Vy \in W$ form a subspace of this same dimension, written `W.comap V.mulVecLin`, on which $V^T H V$ has negative curvature. Its dimension is therefore at most $\nu(V^T H V)$, which gives $\nu(H) - k \le \nu(V^T H V)$.

For deleted coordinates, the columns of $V$ are the kept unit vectors, and $V^T H V$ is the remaining block of $H$. For a negative definite $H$, the whole space is a negative subspace, so $n \le \nu(H)$. Since $V^T H V$ has only $m$ eigenvalues,

$$n \le \nu(H) \le \nu(V^T H V) + k \le m + k = n ,$$

and equality holds throughout.

## A zero column breaks the second inequality

Take $n = m = 1$, $k = 0$, $H = (-1)$ and $V = (0)$. Then $V^T H V = (0)$ has no negative eigenvalue while $H$ has one, and the second inequality would read $1 \le 0$. The column of $V$ spans nothing, so a rotation has been lost that $k$ doesn't count. The example shows that the condition on $V$ can't simply be dropped. It doesn't show that the columns must be orthogonal or normalised: the proof of the two inequalities uses orthonormality only to make $V$ injective, so linearly independent columns would be enough.
